# In P1, the normal matrix for refining all atomic positions on $|F|^2$ is singular

Take two unit scatterers at fractional coordinates $0$ and $1/4$ along the first axis, and the reflection $100$. The structure factor is $F = 1 + i$. Moving an atom along this axis changes $|F|^2$ at the rate $-4\pi\,\mathrm{Im}(e^{2\pi i x_j}\overline F)$, where $x_j$ is its coordinate:

- First atom: $\mathrm{Im}(1-i) = -1$, so the derivative is $+4\pi$.
- Second atom: $\mathrm{Im}\big(i(1-i)\big) = 1$, so the derivative is $-4\pi$.

They cancel, because moving both atoms together leaves $|F|^2 = 2 + 2\cos 2\pi(x_2-x_1)$ unchanged. With unit weight, the normal matrix for these two coordinates is
$$16\pi^2\begin{pmatrix}1&-1\\-1&1\end{pmatrix},$$
which sends $(1,1)$ to zero. The same cancellation occurs for any number of atoms and any finite reflection list.

## Phases and structure factors

The atoms form a type `J`, finite from the structure factor onwards.

In Lean 4 with Mathlib:

```lean
import Mathlib

open Matrix
open scoped Real ComplexConjugate

namespace FloatingOrigin

noncomputable section

variable {J : Type*}
```

All fractional coordinates form one real vector $x$ with entries $x_{ja}$, for atom $j$ and axis $a = 0,1,2$. The Miller indices $h_a$ are integers, and the phase of atom $j$ is $\varphi_j(x) = 2\pi\sum_a h_a x_{ja}$.

```lean
/-- The phase `2π h·x_j` of atom `j` in reflection `h`, where `x` lists the fractional
coordinates of all atoms. -/
def phase (h : Fin 3 → ℤ) (x : J × Fin 3 → ℝ) (j : J) : ℝ :=
  2 * π * ∑ a, (h a : ℝ) * x (j, a)
```

The phase is linear in the coordinates, so a displacement $tv$ gives $\varphi_j(x+tv) = \varphi_j(x) + t\,\varphi_j(v)$.

```lean
/-- Under a displacement `t v` of the atoms, the phase of each atom changes linearly in `t`. -/
theorem phase_displaced (h : Fin 3 → ℤ) (x v : J × Fin 3 → ℝ) (j : J) (t : ℝ) :
    phase h (x + t • v) j = phase h x j + t * phase h v j := by
  simp only [phase, Fin.sum_univ_three, Pi.add_apply, Pi.smul_apply, smul_eq_mul]
  ring
```

In P1 no symmetry relates the listed atoms, and $F(h) = \sum_j f_j e^{i\varphi_j(x)}$. The scattering factors $f_j$ are complex, which allows for anomalous scattering, and do not depend on the positions.

```lean
variable [Fintype J]

/-- The structure factor `F(h) = ∑ j, f_j exp(2πi h·x_j)` in space group P1. -/
def structureFactor (f : J → ℂ) (h : Fin 3 → ℤ) (x : J × Fin 3 → ℝ) : ℂ :=
  ∑ j, f j * Complex.exp ((phase h x j : ℂ) * Complex.I)
```

## Gradient, normal matrix and uniform shift

The proposed gradient $g_h$ has entries
$$g_{h,ja} = -4\pi h_a\,\mathrm{Im}\big(f_j e^{i\varphi_j(x)}\,\overline{F(h)}\big).$$
At this point it is only a definition; the derivative is computed below.

```lean
/-- The vector with entries `-4π h_a Im(f_j exp(2πi h·x_j) conj F(h))`, indexed by atom `j`
and axis `a`. -/
def intensityGradient (f : J → ℂ) (h : Fin 3 → ℤ) (x : J × Fin 3 → ℝ) : J × Fin 3 → ℝ :=
  fun p => -4 * π * (h p.2 : ℝ) *
    (f p.1 * Complex.exp ((phase h x p.1 : ℂ) * Complex.I) * conj (structureFactor f h x)).im
```

For a finite reflection set $S$ and real weights $w_h$, the normal matrix is $N = \sum_{h\in S} w_h\, g_h g_h^{\mathsf T}$. Here `f` also takes $h$ as an argument, so form factors and fixed displacement factors may vary with the reflection.

```lean
/-- The least-squares normal matrix `∑ h, w_h g_h g_hᵀ` for refinement of the positions on
`|F(h)|²`, over the reflections in `S`; the scattering factors may depend on `h`. -/
def normalMatrix (f : (Fin 3 → ℤ) → J → ℂ) (S : Finset (Fin 3 → ℤ)) (w : (Fin 3 → ℤ) → ℝ)
    (x : J × Fin 3 → ℝ) : Matrix (J × Fin 3) (J × Fin 3) ℝ :=
  Matrix.of fun p q => ∑ h ∈ S,
    w h * intensityGradient (f h) h x p * intensityGradient (f h) h x q
```

A uniform shift by $t\in\mathbb R^3$ has entries $t_a$ for every atom.

```lean
/-- The displacement that moves every atom by the same vector. -/
def uniformShift (J : Type*) : (Fin 3 → ℝ) →ₗ[ℝ] (J × Fin 3 → ℝ) :=
  LinearMap.funLeft ℝ ℝ Prod.snd
```

## Differentiating the intensity

By the chain rule, the derivative of $F$ along $v$ at $t=0$ is $F' = \sum_j f_j e^{i\varphi_j(x)}\, i\varphi_j(v)$. The proof differentiates the linear phase, then the exponential, then sums over atoms.

```lean
/-- The derivative of the structure factor along an arbitrary displacement `v` of the atoms. -/
theorem hasDerivAt_structureFactor (f : J → ℂ) (h : Fin 3 → ℤ) (x v : J × Fin 3 → ℝ) :
    HasDerivAt (fun t : ℝ => structureFactor f h (x + t • v))
      (∑ j, f j * (Complex.exp ((phase h x j : ℂ) * Complex.I) *
        ((phase h v j : ℂ) * Complex.I))) 0 := by
  unfold structureFactor
  refine HasDerivAt.fun_sum fun j _ => ?_
  have h1 : HasDerivAt (fun t : ℝ => phase h (x + t • v) j) (phase h v j) 0 := by
    simp only [phase_displaced]
    exact (hasDerivAt_mul_const (phase h v j)).const_add (phase h x j)
  have h2 := ((h1.ofReal_comp.mul_const Complex.I).cexp).const_mul (f j)
  simpa only [zero_smul, add_zero] using h2
```

Next, $\frac{d}{dt}|F|^2 = 2\,\mathrm{Re}(F'\,\overline F)$. Since $\mathrm{Re}(iz) = -\mathrm{Im}\,z$, this equals
$$-2\sum_j \varphi_j(v)\,\mathrm{Im}\big(f_j e^{i\varphi_j(x)}\overline F\big) = g_h\cdot v.$$
In the code, `hz` isolates the factor $i$ and `hv` expands $\varphi_j(v)$.

```lean
/-- The derivative of `|F(h)|²` along any displacement `v` is the scalar product of
`intensityGradient` with `v`. -/
theorem hasDerivAt_intensity (f : J → ℂ) (h : Fin 3 → ℤ) (x v : J × Fin 3 → ℝ) :
    HasDerivAt (fun t : ℝ => ‖structureFactor f h (x + t • v)‖ ^ 2)
      (intensityGradient f h x ⬝ᵥ v) 0 := by
  refine (hasDerivAt_structureFactor f h x v).norm_sq.congr_deriv ?_
  rw [zero_smul, add_zero, Complex.inner, Finset.sum_mul, Complex.re_sum, Finset.mul_sum,
    dotProduct, Fintype.sum_prod_type]
  refine Finset.sum_congr rfl fun j _ => ?_
  -- the factor `i` from the exponential turns a real part into an imaginary part
  have hz : f j * (Complex.exp ((phase h x j : ℂ) * Complex.I) *
      ((phase h v j : ℂ) * Complex.I)) * conj (structureFactor f h x) = (phase h v j : ℂ) *
      (f j * Complex.exp ((phase h x j : ℂ) * Complex.I) * conj (structureFactor f h x) *
        Complex.I) := by ring
  have hv : phase h v j = 2 * π * ((h 0 : ℝ) * v (j, 0) + (h 1 : ℝ) * v (j, 1)
      + (h 2 : ℝ) * v (j, 2)) := by rw [phase, Fin.sum_univ_three]
  rw [hz, Complex.re_ofReal_mul, Complex.mul_I_re, hv, Fin.sum_univ_three]
  simp only [intensityGradient]
  ring
```

Choosing $v$ as the unit vector for atom $j$ and axis $a$, written `Pi.single (j, a) 1`, picks out one entry of $g_h$.

```lean
/-- The partial derivative of `|F(h)|²` in coordinate `a` of atom `j` is
`-4π h_a Im(f_j exp(2πi h·x_j) conj F(h))`. -/
theorem hasDerivAt_intensity_coordinate [DecidableEq J] (f : J → ℂ) (h : Fin 3 → ℤ)
    (x : J × Fin 3 → ℝ) (j : J) (a : Fin 3) :
    HasDerivAt (fun t : ℝ => ‖structureFactor f h (x + t • Pi.single (j, a) 1)‖ ^ 2)
      (-4 * π * (h a : ℝ) * (f j * Complex.exp ((phase h x j : ℂ) * Complex.I) *
        conj (structureFactor f h x)).im) 0 := by
  refine (hasDerivAt_intensity f h x (Pi.single (j, a) 1)).congr_deriv ?_
  rw [dotProduct_single_one]
  rfl
```

## The sum over atoms

Summing at fixed $a$ rebuilds the structure factor:
$$\sum_j g_{h,ja} = -4\pi h_a\,\mathrm{Im}(F\,\overline F) = 0,$$
because $F\overline F = |F|^2$ is real.

```lean
/-- Along each axis, the derivatives of `|F(h)|²` in the atomic positions sum to zero over
the atoms. -/
theorem sum_intensityGradient (f : J → ℂ) (h : Fin 3 → ℤ) (x : J × Fin 3 → ℝ) (a : Fin 3) :
    ∑ j, intensityGradient f h x (j, a) = 0 := by
  simp only [intensityGradient]
  rw [← Finset.mul_sum, ← Complex.im_sum, ← Finset.sum_mul]
  -- the sum over atoms rebuilds `F conj F`, which is real
  change _ * (structureFactor f h x * conj (structureFactor f h x)).im = 0
  rw [Complex.mul_conj, Complex.ofReal_im, mul_zero]
```

## A null space of dimension at least three

Exchanging the two finite sums gives $Nv = \sum_{h\in S} w_h\, g_h\,(g_h\cdot v)$.

```lean
/-- The normal matrix acts on a displacement `v` through the scalar products `g_h·v`. -/
theorem normalMatrix_mulVec_apply (f : (Fin 3 → ℤ) → J → ℂ) (S : Finset (Fin 3 → ℤ))
    (w : (Fin 3 → ℤ) → ℝ) (x v : J × Fin 3 → ℝ) (p : J × Fin 3) :
    (normalMatrix f S w x *ᵥ v) p = ∑ h ∈ S,
      w h * intensityGradient (f h) h x p * (intensityGradient (f h) h x ⬝ᵥ v) := by
  simp only [Matrix.mulVec, dotProduct, normalMatrix, Matrix.of_apply, Finset.sum_mul,
    Finset.mul_sum]
  rw [Finset.sum_comm]
  exact Finset.sum_congr rfl fun h _ => Finset.sum_congr rfl fun q _ => by ring
```

For a uniform shift, $g_h\cdot v = \sum_a t_a\sum_j g_{h,ja} = 0$. This is `hg`, and every term of $Nv$ vanishes.

```lean
/-- The normal matrix annihilates every uniform shift of the structure. -/
theorem normalMatrix_mulVec_uniformShift (f : (Fin 3 → ℤ) → J → ℂ) (S : Finset (Fin 3 → ℤ))
    (w : (Fin 3 → ℤ) → ℝ) (x : J × Fin 3 → ℝ) (t : Fin 3 → ℝ) :
    normalMatrix f S w x *ᵥ uniformShift J t = 0 := by
  have hg : ∀ h, intensityGradient (f h) h x ⬝ᵥ uniformShift J t = 0 := fun h => by
    rw [dotProduct, Fintype.sum_prod_type_right]
    refine Finset.sum_eq_zero fun a _ => ?_
    change ∑ j, intensityGradient (f h) h x (j, a) * t a = 0
    rw [← Finset.sum_mul, sum_intensityGradient, zero_mul]
  funext p
  rw [normalMatrix_mulVec_apply]
  exact Finset.sum_eq_zero fun h _ => by rw [hg, mul_zero]
```

With at least one atom, different $t$ give different shifts (`hinj`). The shift by $(1,1,1)$ is therefore a nonzero null vector, and $\det N = 0$. The shifts span three dimensions of the null space, so for $n$ atoms rank–nullity gives $\operatorname{rank} N \le 3n-3$; the code writes this as rank plus 3 at most $3n$, avoiding subtraction. For one atom the rank is zero, as it must be when $|F|^2 = |f|^2$ is constant.

```lean
/-- In P1, with at least one atom, the normal matrix over any finite set of reflections with
any real weights is singular, and its rank is at most `3n - 3` for `n` atoms. -/
theorem normalMatrix_singular [DecidableEq J] [Nonempty J] (f : (Fin 3 → ℤ) → J → ℂ)
    (S : Finset (Fin 3 → ℤ)) (w : (Fin 3 → ℤ) → ℝ) (x : J × Fin 3 → ℝ) :
    (normalMatrix f S w x).det = 0 ∧ (normalMatrix f S w x).rank + 3 ≤ 3 * Fintype.card J := by
  have hinj : Function.Injective (uniformShift J) := fun s t hst =>
    funext fun a => congrFun hst (Classical.arbitrary J, a)
  constructor
  · refine Matrix.exists_mulVec_eq_zero_iff.mp
      ⟨uniformShift J 1, fun h0 => ?_, normalMatrix_mulVec_uniformShift f S w x 1⟩
    exact one_ne_zero (hinj (h0.trans (map_zero _).symm))
  · -- the null space contains the three-dimensional space of uniform shifts
    have hle : LinearMap.range (uniformShift J) ≤
        LinearMap.ker (normalMatrix f S w x).mulVecLin := by
      rintro _ ⟨t, rfl⟩
      exact normalMatrix_mulVec_uniformShift f S w x t
    have h1 := Submodule.finrank_mono hle
    have h2 := LinearMap.finrank_range_add_finrank_ker (normalMatrix f S w x).mulVecLin
    rw [LinearMap.finrank_range_of_inj hinj, Module.finrank_fintype_fun_eq_card,
      Fintype.card_fin] at h1
    rw [Module.finrank_fintype_fun_eq_card, Fintype.card_prod, Fintype.card_fin] at h2
    unfold Matrix.rank
    omega

end

end FloatingOrigin
```

```lean
#print axioms FloatingOrigin.hasDerivAt_intensity_coordinate
#print axioms FloatingOrigin.normalMatrix_singular
```

```
'FloatingOrigin.hasDerivAt_intensity_coordinate' depends on axioms: [propext, Classical.choice, Quot.sound]
'FloatingOrigin.normalMatrix_singular' depends on axioms: [propext, Classical.choice, Quot.sound]
```

In a P1 refinement whose only parameters are the positions, the normal equations thus have no unique solution unless a constraint or restraint fixes the origin. The rank bound is an upper one: a poor reflection list can leave further undetermined directions, as in the two-atom example, where the rank is 1 and the bound is 3. Scale factors, refined displacement parameters and symmetry constraints lie beyond this model.
